# The Thue–Morse trace map for transfer matrices of determinant one

## Scanning the energies of a long chain

To find the allowed energies of a crystal whose unit cell is a Thue–Morse block of $2^n$ sites, one computes the trace of the block's transfer matrix at each energy and checks whether it lies between $-2$ and $2$. The trace map replaces the matrix products by a recursion for one number per generation, started from the traces of generations one and two. This serves non-interacting electrons in one dimension with nearest-neighbour hopping.

## The chain and its blocks

Two kinds of site, $a$ and $b$, have on-site energies $V_a$ and $V_b$. With unit hopping, the amplitudes obey
$$\psi_{j+1}+\psi_{j-1}+V_j\psi_j=E\psi_j ,$$
so a site carries $(\psi_j,\psi_{j-1})$ to $(\psi_{j+1},\psi_j)$ by the matrix
$$\begin{pmatrix}E-V_j&-1\\1&0\end{pmatrix}.$$
Its determinant is one, which expresses that the Wronskian of two solutions at the same energy is conserved along the chain.

Let $A_0$ and $B_0$ be the matrices of the two letters. Each Thue–Morse generation appends the block with the letters exchanged:
$$A_{n+1}=A_nB_n,\qquad B_{n+1}=B_nA_n .$$
Write $x_n=\mathrm{Tr}\,A_n$. For $n\ge1$ there are two results:

- $x_{n+2}=x_n^2(x_{n+1}-2)+2$.
- If $x_n=0$, then $A_m=B_m=1$ for all $m\ge n+2$.

## From Cayley–Hamilton to the trace map

Let $M=\begin{pmatrix}p&q\\r&s\end{pmatrix}$ with $ps-qr=1$. The diagonal entries of $M^2$ are $p^2+qr=(p+s)p-1$ and $s^2+qr=(p+s)s-1$; the off-diagonal ones are $(p+s)q$ and $(p+s)r$. Hence
$$M^2=(\mathrm{Tr}\,M)\,M-1 .$$

For $A$ and $B$ of determinant one, cyclicity of the trace gives
$$\begin{aligned}\mathrm{Tr}(ABBA)&=\mathrm{Tr}(A^2B^2)\\&=\mathrm{Tr}\big[(\mathrm{Tr}A\,A-1)(\mathrm{Tr}B\,B-1)\big]\\&=\mathrm{Tr}A\,\mathrm{Tr}B\,\mathrm{Tr}(AB)-(\mathrm{Tr}A)^2-(\mathrm{Tr}B)^2+2 .\end{aligned}$$

Now put $A=A_n$ and $B=B_n$, so that $ABBA=A_{n+1}B_{n+1}=A_{n+2}$. For $n\ge1$ the two blocks are $A_{n-1}B_{n-1}$ and $B_{n-1}A_{n-1}$, which have equal trace. The right-hand side becomes $x_n^2x_{n+1}-2x_n^2+2$, which is the trace map.

## Zero trace gives identity blocks

If $x_n=0$ with $n\ge1$, both blocks have zero trace, so $A_n^2=B_n^2=-1$. Then
$$A_{n+2}=A_n(B_nB_n)A_n=-A_n^2=1,$$
and likewise $B_{n+2}=1$. All later blocks are products of identities.

For the tight-binding chain, $x_1=(E-V_a)(E-V_b)-2$. At an energy with $(E-V_a)(E-V_b)=2$, every block of eight or more sites is therefore the identity. Perfect transmission then follows by a further scattering argument, for a block between identical leads that have constant on-site energy and unit hopping, are joined to it by unit hopping, and have $E$ inside their band.

## Zero trace at generation zero

The condition $n\ge1$ supplies the equality of the two traces. At $n=0$, the vanishing of $\mathrm{Tr}\,A_0$ alone is not enough. Take
$$A_0=\begin{pmatrix}0&-1\\1&0\end{pmatrix},\quad B_0=\begin{pmatrix}1&1\\0&1\end{pmatrix},\quad A_2=A_0B_0^2A_0=\begin{pmatrix}-1&0\\2&-1\end{pmatrix}.$$
Both letters have determinant one and $x_0=0$, yet $A_2\ne1$. The shear $B_0$ is not a site matrix of the tight-binding chain above; the example concerns general matrices of determinant one.

## Reading the Lean statements

The letters are the Boolean values `false` ($a$) and `true` ($b$), and `!s` is the other letter. The function `T` assigns a matrix to each letter, and `hT` says that both have determinant one. Then `block T n false` is $A_n$ and `block T n true` is $B_n$. The entries lie in any commutative ring `R`, so the trace map also covers complex energies; `siteMatrix` and the theorems about it are stated for real ones.

In `trace_map`, `hn` is the condition $n\ge1$, and the letter `s` is arbitrary. In `block_eq_one_of_trace_zero`, one vanishing trace suffices, and the conclusion holds for both letters.

The theorem `block_eq_word_prod` identifies a block with the product of letter matrices along `word n s`, from left to right. Acting on a column of amplitudes, the last letter of the word is thus the first site met.

Over an integral domain, `trace_eq_two_iff` states that $x_{n+2}=2$ exactly when $x_n=0$ or $x_{n+1}=2$, again for $n\ge1$. A trace of 2 does not by itself make a block the identity: the shear $B_0$ above has trace 2.

```lean
import Mathlib

open Matrix

namespace ThueMorseChain

noncomputable section

variable {R : Type*} [CommRing R]

/-- The Thue-Morse word of generation `n` that starts with the letter `s`: each generation
appends the word with the two letters exchanged. -/
def word : ℕ → Bool → List Bool
  | 0, s => [s]
  | n + 1, s => word n s ++ word n (!s)

/-- The transfer matrices of the Thue-Morse blocks. With `A_n = block T n false` and
`B_n = block T n true` the rule reads `A_(n+1) = A_n B_n`, `B_(n+1) = B_n A_n`. -/
def block (T : Bool → Matrix (Fin 2) (Fin 2) R) : ℕ → Bool → Matrix (Fin 2) (Fin 2) R
  | 0, s => T s
  | n + 1, s => block T n s * block T n (!s)

/-- The block matrix is the ordered product of the letter matrices along the Thue-Morse word. -/
theorem block_eq_word_prod (T : Bool → Matrix (Fin 2) (Fin 2) R) (n : ℕ) (s : Bool) :
    block T n s = ((word n s).map T).prod := by
  induction n generalizing s with
  | zero => simp [block, word]
  | succ n ih => simp [block, word, ih]

/-- If both letter matrices have determinant one, so has every block. -/
theorem det_block (T : Bool → Matrix (Fin 2) (Fin 2) R) (hT : ∀ s, (T s).det = 1)
    (n : ℕ) (s : Bool) : (block T n s).det = 1 := by
  induction n generalizing s with
  | zero => exact hT s
  | succ n ih => simp only [block, Matrix.det_mul, ih, mul_one]

/-- Cayley-Hamilton for a 2 by 2 matrix of determinant one: `M² = (Tr M) M - 1`. -/
theorem mul_self_of_det_one (M : Matrix (Fin 2) (Fin 2) R) (hM : M.det = 1) :
    M * M = M.trace • M - 1 := by
  rw [Matrix.det_fin_two] at hM
  ext i j
  fin_cases i <;> fin_cases j <;>
    simp [Matrix.mul_apply, Fin.sum_univ_two, Matrix.trace_fin_two]
  · linear_combination -hM
  · ring
  · ring
  · linear_combination -hM

/-- For two matrices of determinant one, the trace of `ABBA` is a polynomial in the traces
of `A`, `B` and `AB`. -/
theorem trace_abba (A B : Matrix (Fin 2) (Fin 2) R) (hA : A.det = 1) (hB : B.det = 1) :
    (A * B * (B * A)).trace
      = A.trace * B.trace * (A * B).trace - A.trace ^ 2 - B.trace ^ 2 + 2 := by
  -- cyclicity brings the two factors `A` together
  have h : (A * B * (B * A)).trace = ((A * A) * (B * B)).trace := by
    calc (A * B * (B * A)).trace = ((A * B * B) * A).trace := by simp only [mul_assoc]
      _ = (A * (A * B * B)).trace := Matrix.trace_mul_comm _ _
      _ = ((A * A) * (B * B)).trace := by simp only [mul_assoc]
  rw [h, mul_self_of_det_one A hA, mul_self_of_det_one B hB]
  simp only [sub_mul, mul_sub, Matrix.smul_mul, Matrix.mul_smul, one_mul, mul_one,
    Matrix.trace_sub, Matrix.trace_smul, smul_eq_mul, Matrix.trace_one, Fintype.card_fin,
    Nat.cast_ofNat]
  ring

/-- From the first generation on, the two blocks `A_n` and `B_n` have the same trace. -/
theorem trace_block_eq (T : Bool → Matrix (Fin 2) (Fin 2) R) {n : ℕ} (hn : 1 ≤ n)
    (s s' : Bool) : (block T n s).trace = (block T n s').trace := by
  obtain ⟨k, rfl⟩ := Nat.exists_eq_add_of_le' hn
  have h : (block T (k + 1) false).trace = (block T (k + 1) true).trace := by
    simp only [block, Bool.not_false, Bool.not_true]
    exact Matrix.trace_mul_comm _ _
  cases s <;> cases s'
  · rfl
  · exact h
  · exact h.symm
  · rfl

/-- The Thue-Morse trace map: for letter matrices of determinant one and `n ≥ 1`, the block
traces obey `x_(n+2) = x_n² (x_(n+1) - 2) + 2`. -/
theorem trace_map (T : Bool → Matrix (Fin 2) (Fin 2) R) (hT : ∀ s, (T s).det = 1)
    {n : ℕ} (hn : 1 ≤ n) (s : Bool) :
    (block T (n + 2) s).trace
      = (block T n s).trace ^ 2 * ((block T (n + 1) s).trace - 2) + 2 := by
  have h := trace_abba (block T n s) (block T n (!s)) (det_block T hT n s)
    (det_block T hT n (!s))
  rw [trace_block_eq T hn (!s) s] at h
  simp only [block, Bool.not_not]
  linear_combination h

/-- For letter matrices of determinant one, a vanishing block trace at a generation `n ≥ 1`
makes both blocks equal to the identity at every generation `m ≥ n + 2`. -/
theorem block_eq_one_of_trace_zero (T : Bool → Matrix (Fin 2) (Fin 2) R)
    (hT : ∀ s, (T s).det = 1) {n : ℕ} (hn : 1 ≤ n) {s : Bool}
    (h0 : (block T n s).trace = 0) {m : ℕ} (hm : n + 2 ≤ m) (s' : Bool) :
    block T m s' = 1 := by
  -- both blocks of generation `n` square to minus one
  have hsq : ∀ t, block T n t * block T n t = -1 := by
    intro t
    rw [mul_self_of_det_one _ (det_block T hT n t), trace_block_eq T hn t s, h0,
      zero_smul, zero_sub]
  -- hence `ABBA = 1` and `BAAB = 1`
  have h2 : ∀ t, block T (n + 2) t = 1 := by
    intro t
    simp only [block, Bool.not_not]
    calc block T n t * block T n (!t) * (block T n (!t) * block T n t)
        = block T n t * (block T n (!t) * block T n (!t)) * block T n t := by
          simp only [mul_assoc]
      _ = 1 := by rw [hsq (!t), mul_neg, mul_one, neg_mul, hsq t, neg_neg]
  -- products of identities remain identities
  have hk : ∀ k t, block T (n + 2 + k) t = 1 := by
    intro k
    induction k with
    | zero => exact h2
    | succ k ih =>
      intro t
      change block T (n + 2 + k) t * block T (n + 2 + k) (!t) = 1
      rw [ih, ih, one_mul]
  obtain ⟨k, rfl⟩ := Nat.exists_eq_add_of_le hm
  exact hk k s'

/-- Over an integral domain, with letter matrices of determinant one and `n ≥ 1`, the trace
`x_(n+2)` equals 2 exactly when `x_n = 0` or `x_(n+1) = 2`. -/
theorem trace_eq_two_iff [IsDomain R] (T : Bool → Matrix (Fin 2) (Fin 2) R)
    (hT : ∀ s, (T s).det = 1) {n : ℕ} (hn : 1 ≤ n) (s : Bool) :
    (block T (n + 2) s).trace = 2 ↔
      (block T n s).trace = 0 ∨ (block T (n + 1) s).trace = 2 := by
  rw [trace_map T hT hn s, add_eq_right, mul_eq_zero, sub_eq_zero,
    pow_eq_zero_iff two_ne_zero]

/-- The transfer matrix of one tight-binding site with on-site energy `v` at energy `E`,
for unit hopping. -/
def siteMatrix (E v : ℝ) : Matrix (Fin 2) (Fin 2) ℝ := !![E - v, -1; 1, 0]

/-- The site matrix carries the amplitudes `(b, a)` to `(c, b)` exactly when the three
successive amplitudes `a, b, c` obey the discrete Schrödinger equation `c + a + v b = E b`. -/
theorem siteMatrix_mulVec_iff (E v a b c : ℝ) :
    siteMatrix E v *ᵥ ![b, a] = ![c, b] ↔ c + a + v * b = E * b := by
  constructor
  · intro h
    have h0 := congrFun h 0
    simp [siteMatrix, Matrix.mulVec, dotProduct, Fin.sum_univ_two] at h0
    linear_combination -h0
  · intro h
    ext i
    fin_cases i <;> simp [siteMatrix, Matrix.mulVec, dotProduct, Fin.sum_univ_two]
    linear_combination -h

/-- In a tight-binding Thue-Morse chain with unit hopping and on-site energies `V_a`, `V_b`, at an
energy with `(E - V_a)(E - V_b) = 2` the transfer matrix of every block of generation `m ≥ 3` is the
identity. -/
theorem tightBinding_block_eq_one (E : ℝ) (V : Bool → ℝ)
    (hE : (E - V false) * (E - V true) = 2) {m : ℕ} (hm : 3 ≤ m) (s : Bool) :
    block (fun t => siteMatrix E (V t)) m s = 1 := by
  refine block_eq_one_of_trace_zero _ ?_ (le_refl 1) (s := false) ?_ hm s
  · intro t
    simp [siteMatrix, Matrix.det_fin_two]
  · simp [block, siteMatrix, Matrix.trace_fin_two]
    linear_combination hE

/-- A quarter turn and a shear, assigned to the letters `false` and `true`. -/
def turnShear : Bool → Matrix (Fin 2) (Fin 2) ℤ
  | false => !![0, -1; 1, 0]
  | true => !![1, 1; 0, 1]

/-- The condition `n ≥ 1` cannot be dropped: for the quarter turn and the shear, both of
determinant one, `x_0 = 0` but `A_2` is not the identity. -/
theorem generation_zero_fails :
    (∀ s, (turnShear s).det = 1) ∧ (block turnShear 0 false).trace = 0 ∧
      block turnShear 2 false ≠ 1 := by
  refine ⟨?_, ?_, ?_⟩
  · intro s
    cases s <;> simp [turnShear, Matrix.det_fin_two]
  · simp [block, turnShear, Matrix.trace_fin_two]
  · intro h
    have h0 := congrFun (congrFun h 0) 0
    simp [block, turnShear, Matrix.mul_apply, Fin.sum_univ_two] at h0

end

end ThueMorseChain
```

```lean
#print axioms ThueMorseChain.trace_map
-- 'ThueMorseChain.trace_map' depends on axioms: [propext, Classical.choice, Quot.sound]
#print axioms ThueMorseChain.trace_eq_two_iff
-- 'ThueMorseChain.trace_eq_two_iff' depends on axioms: [propext, Classical.choice, Quot.sound]
#print axioms ThueMorseChain.tightBinding_block_eq_one
-- 'ThueMorseChain.tightBinding_block_eq_one' depends on axioms: [propext, Classical.choice, Quot.sound]
#print axioms ThueMorseChain.generation_zero_fails
-- 'ThueMorseChain.generation_zero_fails' depends on axioms: [propext, Classical.choice, Quot.sound]
```

## The proof in Lean

**Blocks.** `block_eq_word_prod` and `det_block` are inductions on the generation. The letter is kept general because each step uses the hypothesis for both letters.

**Traces.** `mul_self_of_det_one` compares the four matrix entries; the two diagonal ones use the determinant condition through `linear_combination -hM`. In `trace_abba`, the `calc` block moves the last factor $A$ to the front by `Matrix.trace_mul_comm`. Cayley–Hamilton then replaces both squares, and `ring` collects the terms.

`trace_block_eq` writes $n=k+1$ and applies cyclicity once. `trace_map` inserts the blocks of generation $n$ into `trace_abba`, replaces the trace of the second block by that of the first, and finishes with `linear_combination h`.

**Identity blocks.** Inside `block_eq_one_of_trace_zero`, `hsq` is the statement that both blocks square to $-1$. Next, `h2` regroups the four factors as in the derivation and gives the identity at generation $n+2$. An induction, `hk`, carries it to all later generations.

**Applications.** `trace_eq_two_iff` rewrites with the trace map and uses that a product vanishes only if a factor does. `siteMatrix_mulVec_iff` reads the Schrödinger equation off the first component of the matrix equation. `tightBinding_block_eq_one` applies the general theorem at $n=1$, where the energy condition makes the trace vanish. `generation_zero_fails` compares the upper left entry of $A_2$, which is $-1$, with that of the identity.
